# The matrix of all cluster correlations of n Ising spins is positive semidefinite, and its rank counts the configurations with positive probability

## Which correlations can a set of binary sites really have?

My energy minimisation returns a state that does not exist. I have three sites of a binary alloy on a triangle, each occupied by A ($+1$) or B ($-1$), and an energy $J(c_{12}+c_{13}+c_{23})$ with $J>0$, where $c_{ij}$ is the average of the product of spins $i$ and $j$. I let every correlation vary between $-1$ and $1$, and the minimum is $-3J$, with all three pairs unlike. Two species cannot do that on a triangle. The bounds on single correlations are clearly too weak, so what condition on the whole set of correlations is strong enough? And do the correlations also tell me how many different configurations are present in the mixture?

## One matrix of correlations answers both questions

Put the correlations of all clusters into a matrix whose entry $(S,T)$ is the correlation of the symmetric difference $S\mathbin{\Delta}T$, the sites that lie in exactly one of the two clusters. For a finite set of binary sites, the numbers belong to some probability distribution exactly when the empty cluster has value 1 and this matrix is positive semidefinite. Its rank is then the number of configurations with positive probability.

In your triangle, take the rows and columns $\emptyset,\{1,2\},\{1,3\},\{2,3\}$. The diagonal entries are 1, and each pair correlation appears four times off the diagonal. Testing this block with the vector $(1,1,1,1)$ gives

$$4+4(c_{12}+c_{13}+c_{23})\ge 0 ,$$

so the energy is at least $-J$. The configuration A, A, B reaches that value.

**The derivation.** Let there be $n$ sites, let $\sigma$ be a configuration of all of them, and let $s_i(\sigma)=\pm1$ be its spin on site $i$. For a cluster $S$ define $\varphi_S(\sigma)=\prod_{i\in S}s_i(\sigma)$, with $\varphi_\emptyset=1$. Given weights $p(\sigma)$, the correlation is $c(S)=\sum_\sigma p(\sigma)\varphi_S(\sigma)$.

A spin shared by $S$ and $T$ occurs twice in $\varphi_S\varphi_T$ and squares to one, so $\varphi_S\varphi_T=\varphi_{S\Delta T}$. Hence

$$M(S,T)=c(S\mathbin{\Delta}T)=\sum_\sigma \varphi_S(\sigma)\,p(\sigma)\,\varphi_T(\sigma),$$

or $M=XDX^{T}$, with $X(S,\sigma)=\varphi_S(\sigma)$ and $D=\mathrm{diag}(p)$; a superscript $T$ on a matrix or vector means the transpose. For a real vector $v$,

$$v^{T}Mv=\sum_\sigma p(\sigma)\Big(\sum_S v_S\varphi_S(\sigma)\Big)^2,$$

which is nonnegative if all weights are.

To go back from $M$ to $D$, sum over clusters. Expanding a product over sites gives

$$\sum_S\varphi_S(\sigma)\varphi_S(\tau)=\prod_i\big(1+s_i(\sigma)s_i(\tau)\big).$$

If $\sigma=\tau$, every factor is 2 and the result is $2^n$. Otherwise some site differs and its factor is 0. So $Y=2^{-n}X^{T}$ satisfies $YX=1$, and $D=YMY^{T}$. If $M$ is positive semidefinite, so is $D$, and its diagonal entries $p(\sigma)$ are nonnegative.

A product of matrices has at most the rank of each factor. The two formulas therefore give $\operatorname{rank}M\le\operatorname{rank}D\le\operatorname{rank}M$. The rank of $D$ is the number of nonzero weights, which for nonnegative weights is the number of positive ones.

For the converse, start from arbitrary numbers $c(S)$ and set $p(\sigma)=2^{-n}\sum_T c(T)\varphi_T(\sigma)$. The sum $\sum_\sigma\varphi_T(\sigma)\varphi_S(\sigma)=\sum_\sigma\varphi_{T\Delta S}(\sigma)$ factorises over sites: a site in $T\mathbin{\Delta}S$ contributes $1-1=0$, any other site contributes 2. The sum is $2^n$ for $S=T$ and zero otherwise, so these weights have exactly the correlations $c$. Their total is $c(\emptyset)$, and they are nonnegative exactly when $M$ is positive semidefinite.

**What the Lean statements say.** The sites form a finite type `ι`. A configuration is a function `ι → Bool`, and `spin` turns `true` into $+1$ and `false` into $-1$. Here `σ` is a whole configuration, whereas textbooks often use the letter for one spin. Configurations related by a symmetry, such as A, A, B and A, B, A on the triangle, count as different. Clusters are all finite subsets, `Finset ι`, including the empty one; `cluster S σ` is $\varphi_S(\sigma)$, and `clusterMatrix` and `clusterInverse` are $X$ and $Y$.

The function `correlation p S` is a weighted sum without normalisation. For Boltzmann factors with total $Z$, the thermal average is this sum divided by $Z$, which changes neither the sign condition nor the rank. No product of means is subtracted, so `corrMatrix` is not a covariance matrix.

- `corrMatrix_posSemidef_and_rank` assumes only `hp`, that no weight is negative, and gives positive semidefiniteness and the rank.
- `posSemidef_iff_nonneg` takes any real weights and says that the matrix is positive semidefinite if and only if none is negative.
- `realizable_iff` is the criterion for given numbers `c`, with the probability distribution written out as nonnegative weights of sum one.

The step from here to a crystal is the extension to an infinite lattice: correlations that are possible on a finite set of sites need not come from a translation-invariant probability distribution over the configurations of the whole lattice.

```lean
import Mathlib

open Matrix
open scoped symmDiff

namespace SpinCorrelationMatrix

noncomputable section

variable {ι : Type*} [Fintype ι] [DecidableEq ι]

/-- The value `+1` or `-1` of a single spin. -/
def spin (b : Bool) : ℝ := if b then 1 else -1

/-- The cluster function: the product of the spins on the sites of `S`. -/
def cluster (S : Finset ι) (σ : ι → Bool) : ℝ := ∏ i ∈ S, spin (σ i)

/-- The correlation of the cluster `S`: its cluster function summed over all
configurations with weights `p`. -/
def correlation (p : (ι → Bool) → ℝ) (S : Finset ι) : ℝ := ∑ σ, p σ * cluster S σ

/-- The matrix, indexed by all clusters, whose `(S, T)` entry is the number `c`
assigned to the symmetric difference of `S` and `T`. -/
def corrMatrix (c : Finset ι → ℝ) : Matrix (Finset ι) (Finset ι) ℝ :=
  Matrix.of fun S T => c (S ∆ T)

/-- The table of all cluster functions on all configurations. -/
def clusterMatrix (ι : Type*) : Matrix (Finset ι) (ι → Bool) ℝ :=
  Matrix.of fun S σ => cluster S σ

/-- The transposed table of cluster functions, divided by the number of configurations. -/
def clusterInverse (ι : Type*) [Fintype ι] : Matrix (ι → Bool) (Finset ι) ℝ :=
  Matrix.of fun σ S => ((2 : ℝ) ^ Fintype.card ι)⁻¹ * cluster S σ

/-- A cluster function is a product over all sites, with factor one outside the cluster. -/
theorem cluster_eq_prod (S : Finset ι) (σ : ι → Bool) :
    cluster S σ = ∏ i, if i ∈ S then spin (σ i) else 1 := by
  simp [cluster, Finset.prod_ite_mem]

/-- The product of two cluster functions is the cluster function of the symmetric
difference. -/
theorem cluster_mul (S T : Finset ι) (σ : ι → Bool) :
    cluster S σ * cluster T σ = cluster (S ∆ T) σ := by
  -- a spin shared by both clusters squares to one
  have hsq : ∀ b : Bool, spin b * spin b = 1 := by
    intro b
    cases b <;> simp [spin]
  rw [cluster_eq_prod S, cluster_eq_prod T, cluster_eq_prod (S ∆ T),
    ← Finset.prod_mul_distrib]
  refine Finset.prod_congr rfl fun i _ => ?_
  by_cases hS : i ∈ S <;> by_cases hT : i ∈ T <;>
    simp [Finset.mem_symmDiff, hS, hT, hsq]

omit [DecidableEq ι] in
/-- Completeness: summed over all clusters, the products of cluster functions on two
configurations give `2 ^ n` if the configurations agree and zero otherwise. -/
theorem cluster_completeness (σ τ : ι → Bool) :
    ∑ S : Finset ι, cluster S σ * cluster S τ =
      if σ = τ then (2 : ℝ) ^ Fintype.card ι else 0 := by
  -- the sum over clusters factorises over sites
  have h : ∑ S : Finset ι, cluster S σ * cluster S τ =
      ∏ i, (1 + spin (σ i) * spin (τ i)) := by
    rw [Finset.prod_one_add, Finset.powerset_univ]
    exact Finset.sum_congr rfl fun S _ => by
      simp only [cluster, Finset.prod_mul_distrib]
  have heq : ∀ b : Bool, 1 + spin b * spin b = 2 := by
    intro b
    cases b <;> norm_num [spin]
  have hne : ∀ a b : Bool, a ≠ b → 1 + spin a * spin b = 0 := by
    intro a b hab
    cases a <;> cases b <;> simp [spin] at hab ⊢
  rw [h]
  split_ifs with e
  · subst e
    simp only [heq, Finset.prod_const, Finset.card_univ]
  · obtain ⟨i, hi⟩ := Function.ne_iff.mp e
    exact Finset.prod_eq_zero (Finset.mem_univ i) (hne _ _ hi)

/-- Orthogonality: summed over all configurations, the product of two cluster functions
gives `2 ^ n` if the clusters agree and zero otherwise. -/
theorem cluster_orthogonality (S T : Finset ι) :
    ∑ σ : ι → Bool, cluster S σ * cluster T σ =
      if S = T then (2 : ℝ) ^ Fintype.card ι else 0 := by
  have e : S ∆ T = ∅ ↔ S = T := by
    rw [← Finset.bot_eq_empty]
    exact symmDiff_eq_bot
  -- the sum over configurations factorises over sites
  have h : ∑ σ : ι → Bool, cluster (S ∆ T) σ =
      ∏ i, ∑ b : Bool, if i ∈ S ∆ T then spin b else 1 := by
    rw [Finset.prod_univ_sum, Fintype.piFinset_univ]
    exact Finset.sum_congr rfl fun σ _ => cluster_eq_prod _ σ
  simp only [cluster_mul]
  rw [h]
  by_cases hST : S = T
  · rw [if_pos hST, e.mpr hST]
    simp
  · rw [if_neg hST]
    obtain ⟨i, hi⟩ := Finset.nonempty_iff_ne_empty.mpr (mt e.mp hST)
    refine Finset.prod_eq_zero (Finset.mem_univ i) ?_
    rw [Fintype.sum_bool, if_pos hi, if_pos hi]
    simp [spin]

/-- The correlation matrix is the diagonal matrix of the weights, transformed by the
table of cluster functions. -/
theorem corrMatrix_factor (p : (ι → Bool) → ℝ) :
    corrMatrix (correlation p) =
      clusterMatrix ι * diagonal p * (clusterMatrix ι)ᵀ := by
  ext S T
  rw [Matrix.mul_apply]
  simp only [Matrix.mul_diagonal, Matrix.transpose_apply, clusterMatrix, corrMatrix,
    Matrix.of_apply, correlation, ← cluster_mul]
  exact Finset.sum_congr rfl fun σ _ => by ring

/-- The diagonal matrix of the weights is recovered from the correlation matrix. -/
theorem diagonal_recovery (p : (ι → Bool) → ℝ) :
    diagonal p =
      clusterInverse ι * corrMatrix (correlation p) * (clusterInverse ι)ᵀ := by
  -- completeness says that the table of cluster functions has a left inverse
  have hY : clusterInverse ι * clusterMatrix ι = 1 := by
    ext σ τ
    simp only [Matrix.mul_apply, clusterInverse, clusterMatrix, Matrix.of_apply,
      mul_assoc, ← Finset.mul_sum, cluster_completeness, Matrix.one_apply]
    split_ifs <;> simp
  have hYt : (clusterMatrix ι)ᵀ * (clusterInverse ι)ᵀ = 1 := by
    rw [← Matrix.transpose_mul, hY, Matrix.transpose_one]
  calc diagonal p = (clusterInverse ι * clusterMatrix ι) * diagonal p *
        ((clusterMatrix ι)ᵀ * (clusterInverse ι)ᵀ) := by
        rw [hY, hYt, Matrix.one_mul, Matrix.mul_one]
    _ = clusterInverse ι * (clusterMatrix ι * diagonal p * (clusterMatrix ι)ᵀ) *
        (clusterInverse ι)ᵀ := by simp only [Matrix.mul_assoc]
    _ = _ := by rw [← corrMatrix_factor]

/-- The correlation matrix of real weights is positive semidefinite if and only if
no configuration has negative weight. -/
theorem posSemidef_iff_nonneg (p : (ι → Bool) → ℝ) :
    (corrMatrix (correlation p)).PosSemidef ↔ ∀ σ, 0 ≤ p σ := by
  rw [← Matrix.posSemidef_diagonal_iff]
  constructor
  · intro h
    rw [diagonal_recovery p, ← Matrix.conjTranspose_eq_transpose_of_trivial]
    exact h.mul_mul_conjTranspose_same _
  · intro h
    rw [corrMatrix_factor p, ← Matrix.conjTranspose_eq_transpose_of_trivial]
    exact h.mul_mul_conjTranspose_same _

/-- For nonnegative weights on the spin configurations, in particular for a probability
distribution, the correlation matrix is positive semidefinite and its rank is the number
of configurations with positive weight. -/
theorem corrMatrix_posSemidef_and_rank (p : (ι → Bool) → ℝ) (hp : ∀ σ, 0 ≤ p σ) :
    (corrMatrix (correlation p)).PosSemidef ∧
      (corrMatrix (correlation p)).rank = (Finset.univ.filter fun σ => 0 < p σ).card := by
  refine ⟨(posSemidef_iff_nonneg p).2 hp, ?_⟩
  -- each of the two matrices is obtained from the other by multiplication
  have hr : (corrMatrix (correlation p)).rank = (diagonal p).rank := by
    apply le_antisymm
    · rw [corrMatrix_factor p]
      exact (Matrix.rank_mul_le_left _ _).trans (Matrix.rank_mul_le_right _ _)
    · rw [diagonal_recovery p]
      exact (Matrix.rank_mul_le_left _ _).trans (Matrix.rank_mul_le_right _ _)
  rw [hr, Matrix.rank_diagonal, Fintype.card_subtype]
  congr 1
  ext σ
  simp only [Finset.mem_filter, Finset.mem_univ, true_and]
  exact ⟨fun h => lt_of_le_of_ne (hp σ) (Ne.symm h), fun h => h.ne'⟩

/-- Any numbers assigned to the clusters are the correlations of the real weights given
by their cluster expansion, divided by the number of configurations. -/
theorem correlation_reconstruct (c : Finset ι → ℝ) :
    correlation (fun σ => ((2 : ℝ) ^ Fintype.card ι)⁻¹ * ∑ T, c T * cluster T σ) = c := by
  ext S
  calc _ = ((2 : ℝ) ^ Fintype.card ι)⁻¹ *
        ∑ T, c T * ∑ σ : ι → Bool, cluster T σ * cluster S σ := by
        simp only [correlation, Finset.mul_sum, Finset.sum_mul]
        rw [Finset.sum_comm]
        exact Finset.sum_congr rfl fun T _ => Finset.sum_congr rfl fun σ _ => by ring
    _ = c S := by
        simp only [cluster_orthogonality, mul_ite, mul_zero, Finset.sum_ite_eq',
          Finset.mem_univ, if_true]
        field_simp

/-- Numbers assigned to all clusters are the correlations of some probability distribution
if and only if the empty cluster has value one and their matrix is positive semidefinite. -/
theorem realizable_iff (c : Finset ι → ℝ) :
    (∃ p : (ι → Bool) → ℝ, (∀ σ, 0 ≤ p σ) ∧ ∑ σ, p σ = 1 ∧ correlation p = c) ↔
      c ∅ = 1 ∧ (corrMatrix c).PosSemidef := by
  constructor
  · rintro ⟨p, hp, h1, rfl⟩
    exact ⟨by simpa [correlation, cluster] using h1, (posSemidef_iff_nonneg p).2 hp⟩
  · rintro ⟨h0, hc⟩
    obtain ⟨p, rfl⟩ : ∃ p, correlation p = c := ⟨_, correlation_reconstruct c⟩
    exact ⟨p, (posSemidef_iff_nonneg p).1 hc,
      by simpa [correlation, cluster] using h0, rfl⟩

end

end SpinCorrelationMatrix
```

```lean
#print axioms SpinCorrelationMatrix.corrMatrix_posSemidef_and_rank
#print axioms SpinCorrelationMatrix.realizable_iff
```

```
'SpinCorrelationMatrix.corrMatrix_posSemidef_and_rank' depends on axioms: [propext, Classical.choice, Quot.sound]
'SpinCorrelationMatrix.realizable_iff' depends on axioms: [propext, Classical.choice, Quot.sound]
```

**How the code carries out the derivation.** `cluster_eq_prod` writes a cluster function as a product over all sites, with factor one outside the cluster. This lets `cluster_mul` compare both sides site by site, in the four cases of membership in `S` and `T`; `hsq` is the squaring of a shared spin.

In `cluster_completeness`, `Finset.prod_one_add` expands $\prod_i(1+\dots)$ into the sum over clusters. For different configurations, `Function.ne_iff` supplies a site where they differ, and its zero factor removes the product. `cluster_orthogonality` does the same for the sum over configurations, with `Finset.prod_univ_sum` exchanging product and sum.

`corrMatrix_factor` is $M=XDX^{T}$, checked entry by entry. In `diagonal_recovery`, `hY` is $YX=1$, obtained from completeness, and the `calc` block inserts this identity on both sides of $D$ and regroups the factors. `posSemidef_iff_nonneg` then uses one fact in both directions: $BAB^{T}$ is positive semidefinite if $A$ is. Mathlib states it with the conjugate transpose, which for real matrices is the transpose.

In the rank theorem, `le_antisymm` joins the two inequalities. `Matrix.rank_diagonal` counts the nonzero weights, and the last line uses `hp` to turn "nonzero" into "positive". `correlation_reconstruct` exchanges the two sums and applies orthogonality. In the reverse direction of `realizable_iff`, it allows `c` to be replaced by the correlations of some real weights, whose signs are then settled by `posSemidef_iff_nonneg`.

**In an energy minimisation.** A cluster expansion fitted to electronic-structure energies is linear in the correlations, $E=\sum_S J_S\,c(S)$ with effective interactions $J_S$. On a finite set of binary sites you minimise it over the numbers $c(S)$, subject to $c(\emptyset)=1$ and $M$ positive semidefinite, which is a semidefinite program. Its minimum is the lowest energy of any configuration, since a mixture cannot lie below its best member. For the triangle the matrix is $8\times8$, and the result is $-J$ in place of $-3J$.

**With fewer clusters.** The full matrix has $2^n$ rows, as many as there are configurations, so the program above saves nothing over comparing their energies one by one. A smaller program keeps only the rows and columns of a chosen family of clusters. Positive semidefiniteness is then still necessary, but the rank is only bounded above by the number of configurations present, and the converse can fail. Your triangle shows this: with only the three single sites as rows and equal pair correlations $c$, the condition is $c\ge-\tfrac12$, while the true limit is $c\ge-\tfrac13$. Minimising under the weaker condition gives a lower bound on the energy, here $-\tfrac32J$.
